# Translation formula for the physicists' Hermite polynomials over a commutative ring

## Polynomials and the raising operator

Let $R$ be a commutative ring, for instance the real or complex numbers. The physicists' Hermite polynomials are defined by

$$H_0=1,\qquad H_{n+1}=2X\,H_n-H_n',$$

where $X$ is the variable and the prime is the formal derivative. With the raising operator $Up=2Xp-p'$ this reads $H_n=U^n1$.

The recursion fits the weight $e^{-x^2}$. For real $x$,

$$\frac{d}{dx}\left[H_n(x)e^{-x^2}\right]=\left(H_n'(x)-2xH_n(x)\right)e^{-x^2}=-H_{n+1}(x)e^{-x^2}.$$

## Moving a Hermite factor to another centre

In one dimension, a Hermite Gaussian at centre $A$ with exponent $s^2$ is $H_n(s(x-A))\,e^{-s^2(x-A)^2}$, where $s$ is an inverse length. When two such functions are multiplied, their exponentials combine into a constant times one Gaussian, centred at a point $B$, and the polynomial factors can be re-expanded about $B$ too. Since $s(x-A)=s(x-B)+s(B-A)$, this calls for $H_n$ of a sum:

$$H_n(x+y)=\sum_{k=0}^{n}\binom nk H_k(x)\,(2y)^{n-k}.$$

In code, the numbers $M_{nk}=\binom nk\,(2s(B-A))^{n-k}$ with $k\le n$ form a lower triangular matrix that can be computed once for given $s$, $A$ and $B$ and then applied at every $x$. The scale $s$ stays that of the original function; passing to the scale of the product Gaussian is a separate step.

## The statement in Lean

`hermiteH n` is a polynomial in `R[X]`, and `eval` inserts a number. `hermiteH_translation` is the formula above for all $n$ and all $x,y\in R$, with `Finset.range (n + 1)` standing for $k=0,\dots,n$. `hermiteH_recentre` is the real version with centres `A` and `B`. It moves the polynomial factor only: the exponential, normalisation constants and integrals do not enter.

Commutativity matters. For the Pauli matrices $x=\sigma_x$, $y=\sigma_y$, the left side at $n=2$ is $4(\sigma_x+\sigma_y)^2-2=6$, while the right side is $2+8\sigma_x\sigma_y+4=6+8i\sigma_z$.

## Derivation by a displaced raising operator

Write $(T_yp)(X)=p(X+y)$. Then

$$T_y(Up)=2(X+y)\,p(X+y)-p'(X+y)=(U+2y)\,T_yp.$$

Since $T_y1=1$, induction gives $T_yH_n=(U+2y)^n1$. The number $2y$ commutes with the linear operator $U$, so the binomial theorem applies:

$$T_yH_n=\sum_{k=0}^n\binom nk(2y)^{n-k}U^k1=\sum_{k=0}^n\binom nk(2y)^{n-k}H_k.$$

Evaluation at $x$ gives the formula.

## The lowering relation from translation alone

Let real functions $f_0,f_1,\dots$ obey the same formula, with no smoothness assumed. Fix $x$ and set $y=t-x$:

$$f_{n+1}(t)=\sum_{k=0}^{n+1}\binom{n+1}{k}f_k(x)\,(2(t-x))^{n+1-k}.$$

This is a polynomial in $t$. At $t=x$ the term $k=n+1$ is constant, the terms $k<n$ have zero derivative, and $k=n$ contributes $(n+1)f_n(x)\cdot2$. Hence $f_{n+1}'(x)=2(n+1)f_n(x)$, and in particular $H_{n+1}'=2(n+1)H_n$. The formula does not single out the Hermite polynomials, since $f_n(x)=(2x)^n$ obeys it too.

## The complete file

```lean
import Mathlib

open Polynomial

namespace HermiteTranslation

noncomputable section

variable {R : Type*} [CommRing R]

/-- The physicists' Hermite polynomials, built by `H₀ = 1` and `Hₙ₊₁ = 2X Hₙ - Hₙ'`. -/
def hermiteH : ℕ → R[X]
  | 0 => 1
  | n + 1 => C 2 * X * hermiteH n - derivative (hermiteH n)

/-- The raising operator `2X - d/dX` acting on polynomials. -/
def raising : Module.End R R[X] :=
  LinearMap.mulLeft R (C 2 * X) - derivative

/-- The raising operator multiplies by `2X` and subtracts the derivative. -/
theorem raising_apply (p : R[X]) :
    raising p = C 2 * X * p - derivative p := rfl

/-- The `n`-th Hermite polynomial is the raising operator applied `n` times to `1`. -/
theorem hermiteH_eq_raising_pow (n : ℕ) :
    (hermiteH n : R[X]) = (raising ^ n) 1 := by
  induction n with
  | zero => simp [hermiteH]
  | succ n ih =>
    rw [pow_succ', Module.End.mul_apply, ← ih]
    rfl

/-- Under a shift of the origin by `y`, the raising operator gains the constant `2y`. -/
theorem raising_translate (p : R[X]) (y : R) :
    (raising p).comp (X + C y)
      = raising (p.comp (X + C y)) + C (2 * y) * p.comp (X + C y) := by
  simp only [raising_apply, sub_comp, mul_comp, C_comp, X_comp, derivative_comp,
    derivative_add, derivative_X, derivative_C, C_mul]
  ring

/-- The translation formula as an identity of polynomials: a shifted Hermite polynomial is a
binomial combination of unshifted ones. -/
theorem hermiteH_comp (n : ℕ) (y : R) :
    (hermiteH n : R[X]).comp (X + C y)
      = ∑ k ∈ Finset.range (n + 1),
          C ((n.choose k : R) * (2 * y) ^ (n - k)) * hermiteH k := by
  -- the shifted polynomial is generated by the displaced raising operator
  have key : ∀ m : ℕ, (hermiteH m : R[X]).comp (X + C y)
      = ((raising + (2 * y) • (1 : Module.End R R[X]) : Module.End R R[X]) ^ m :
          Module.End R R[X]) 1 := by
    intro m
    induction m with
    | zero => simp [hermiteH]
    | succ m ih =>
      rw [pow_succ', Module.End.mul_apply, ← ih]
      change (raising (hermiteH m)).comp (X + C y) = _
      rw [raising_translate, LinearMap.add_apply, LinearMap.smul_apply,
        Module.End.one_apply, smul_eq_C_mul]
  -- the displacement is a number, so the binomial theorem applies
  have hc : Commute (raising : Module.End R R[X]) ((2 * y) • (1 : Module.End R R[X])) :=
    (Commute.one_right _).smul_right _
  rw [key, hc.add_pow, LinearMap.sum_apply]
  refine Finset.sum_congr rfl fun k _ => ?_
  rw [hermiteH_eq_raising_pow k]
  simp only [Module.End.mul_apply, Module.End.natCast_apply, _root_.smul_pow, one_pow,
    LinearMap.smul_apply, Module.End.one_apply, map_nsmul, map_smul]
  simp only [smul_eq_C_mul, nsmul_eq_mul, C_mul, map_natCast]
  ring

/-- **Translation formula**: `Hₙ(x + y) = ∑ₖ C(n,k) Hₖ(x) (2y)ⁿ⁻ᵏ`, with `k` running from
`0` to `n`, for arguments in any commutative ring. -/
theorem hermiteH_translation (n : ℕ) (x y : R) :
    (hermiteH n).eval (x + y)
      = ∑ k ∈ Finset.range (n + 1),
          (n.choose k : R) * (hermiteH k).eval x * (2 * y) ^ (n - k) := by
  have h := congrArg (eval x) (hermiteH_comp n y)
  simp only [eval_comp, eval_add, eval_X, eval_C, eval_finsetSum, eval_mul] at h
  rw [h]
  refine Finset.sum_congr rfl fun k _ => ?_
  ring

/-- A Hermite factor centred at `A`, with inverse length `s`, expanded in Hermite factors of
the same scale centred at `B`. -/
theorem hermiteH_recentre (n : ℕ) (s x A B : ℝ) :
    (hermiteH n).eval (s * (x - A))
      = ∑ k ∈ Finset.range (n + 1),
          (n.choose k : ℝ) * (hermiteH k).eval (s * (x - B))
            * (2 * (s * (B - A))) ^ (n - k) := by
  rw [← hermiteH_translation,
    show s * (x - B) + s * (B - A) = s * (x - A) by ring]

/-- Any family of real functions obeying the translation formula is differentiable from
index one on, with `fₙ₊₁' = 2(n+1) fₙ`. -/
theorem hasDerivAt_of_translation (f : ℕ → ℝ → ℝ)
    (h : ∀ n x y, f n (x + y)
      = ∑ k ∈ Finset.range (n + 1), (n.choose k : ℝ) * f k x * (2 * y) ^ (n - k))
    (n : ℕ) (x : ℝ) :
    HasDerivAt (f (n + 1)) (2 * ((n : ℝ) + 1) * f n x) x := by
  -- read the formula as a polynomial in the displacement `t - x`
  have hf : f (n + 1) = fun t => ∑ k ∈ Finset.range (n + 1 + 1),
      ((n + 1).choose k : ℝ) * f k x * (2 * (t - x)) ^ (n + 1 - k) := by
    funext t
    have ht := h (n + 1) x (t - x)
    rwa [show x + (t - x) = t by ring] at ht
  have h1 : HasDerivAt (fun t : ℝ => 2 * (t - x)) 2 x :=
    (((hasDerivAt_id' x).sub_const x).const_mul (2 : ℝ)).congr_deriv (by norm_num)
  have hd : ∀ k ∈ Finset.range (n + 1 + 1),
      HasDerivAt (fun t : ℝ => ((n + 1).choose k : ℝ) * f k x * (2 * (t - x)) ^ (n + 1 - k))
        (((n + 1).choose k : ℝ) * f k x
          * (((n + 1 - k : ℕ) : ℝ) * (2 * (x - x)) ^ (n + 1 - k - 1) * 2)) x :=
    fun k _ => (h1.fun_pow (n + 1 - k)).const_mul _
  rw [hf]
  refine (HasDerivAt.fun_sum hd).congr_deriv ?_
  -- at zero displacement only the linear term, `k = n`, contributes
  rw [Finset.sum_eq_single n]
  · rw [Nat.choose_succ_self_right, Nat.add_sub_cancel_left]
    simp only [Nat.sub_self, pow_zero]
    push_cast
    ring
  · intro k hk hkn
    have hk' := Finset.mem_range.mp hk
    rcases (by omega : k = n + 1 ∨ n + 1 - k - 1 ≠ 0) with rfl | h0
    · simp
    · rw [sub_self, mul_zero, zero_pow h0]
      ring
  · intro hn
    exact absurd (Finset.mem_range.mpr (by omega)) hn

/-- The lowering relation `Hₙ₊₁' = 2(n+1) Hₙ` at every real point. -/
theorem hermiteH_hasDerivAt (n : ℕ) (x : ℝ) :
    HasDerivAt (fun t : ℝ => (hermiteH (n + 1)).eval t)
      (2 * ((n : ℝ) + 1) * (hermiteH n).eval x) x :=
  hasDerivAt_of_translation (fun m t => (hermiteH m).eval t)
    (fun m t y => hermiteH_translation m t y) n x

/-- Differentiating the Hermite Gaussian `Hₙ(x) exp(-x²)` gives `-Hₙ₊₁(x) exp(-x²)`. -/
theorem hermiteGaussian_hasDerivAt (n : ℕ) (x : ℝ) :
    HasDerivAt (fun t : ℝ => (hermiteH n).eval t * Real.exp (-t ^ 2))
      (-((hermiteH (n + 1)).eval x * Real.exp (-x ^ 2))) x := by
  have h1 := (hermiteH n : ℝ[X]).hasDerivAt x
  have h2 : HasDerivAt (fun t : ℝ => -t ^ 2) (-(2 * x)) x :=
    ((hasDerivAt_pow 2 x).fun_neg).congr_deriv (by norm_num)
  refine (h1.fun_mul h2.exp).congr_deriv ?_
  simp only [hermiteH, eval_sub, eval_mul, eval_C, eval_X]
  ring

end

end HermiteTranslation
```

```lean
#print axioms HermiteTranslation.hermiteH_translation
-- 'HermiteTranslation.hermiteH_translation' depends on axioms: [propext, Classical.choice, Quot.sound]
#print axioms HermiteTranslation.hermiteH_recentre
-- 'HermiteTranslation.hermiteH_recentre' depends on axioms: [propext, Classical.choice, Quot.sound]
#print axioms HermiteTranslation.hermiteH_hasDerivAt
-- 'HermiteTranslation.hermiteH_hasDerivAt' depends on axioms: [propext, Classical.choice, Quot.sound]
#print axioms HermiteTranslation.hermiteGaussian_hasDerivAt
-- 'HermiteTranslation.hermiteGaussian_hasDerivAt' depends on axioms: [propext, Classical.choice, Quot.sound]
```

## How the proof follows the derivation

`raising` is $U$ as a linear endomorphism of `R[X]`, and `hermiteH_eq_raising_pow` proves $H_n=U^n1$ by induction. `raising_translate` is the commutation rule for $T_y$, written as composition with `X + C y`; the chain rule `derivative_comp` and `ring` settle it.

In `hermiteH_comp`, the step `key` is the induction for $(U+2y)^n1$, and `hc` records that $2y$ times the identity commutes with $U$. `hc.add_pow` is then the binomial theorem, and linearity pulls the scalars out of each term. `hermiteH_translation` evaluates the result at $x$, and `hermiteH_recentre` inserts the split of $s(x-A)$.

`HasDerivAt f d x` says that $f$ is differentiable at $x$ with derivative $d$. In `hasDerivAt_of_translation`, `hf` rewrites $f_{n+1}$ as the polynomial in $t-x$, `hd` differentiates each term, and `Finset.sum_eq_single n` keeps only $k=n$. `hermiteH_hasDerivAt` applies this to the Hermite polynomials, and `hermiteGaussian_hasDerivAt` is the product rule from the first part.
